# The dimension of the space fixed by a finite real matrix group is its average trace

I describe the symmetry of a crystal site by a finite group $H$ of invertible real $n\times n$ matrices, the linear parts of the operations that fix the site, and treat their translation parts separately. The number of free coordinates of the site should then be the dimension of the space of vectors fixed by all of $H$, and character theory says that this is the average of the traces. Can this be derived from scratch, including the link to actual sites, and checked by machine?

## Averaging the operations gives a projection

Yes. Write $V^H$ for the space of vectors $v$ with $gv=v$ for all $g\in H$, and define

$$P=\frac1{|H|}\sum_{h\in H}h .$$

For $g\in H$, the product $gh$ runs once through $H$ as $h$ does, so

$$gP=\frac1{|H|}\sum_{h\in H}gh=P .$$

Hence $g(Pv)=Pv$ for every $v$, and $P$ maps into $V^H$. If $v$ is already fixed, then $Pv=\frac1{|H|}\sum_h v=v$. So $P$ is a projection onto $V^H$.

Since $v=Pv+(v-Pv)$, the whole space is the direct sum of $V^H$ and $\ker P$. In a basis adapted to this sum, $P$ is diagonal with $\dim V^H$ ones and otherwise zeros. Therefore

$$\dim V^H=\operatorname{tr}P=\frac1{|H|}\sum_{g\in H}\operatorname{tr}g .$$

The dimension vanishes exactly when the traces sum to zero. For $H=\{1,m\}$ with $m\neq1$ it is $(n+\operatorname{tr}m)/2$, so the mirror $\operatorname{diag}(1,1,-1)$ leaves $(3+1)/2=2$ free coordinates.

## From fixed displacements to fixed sites

A Seitz operation sends $x$ to $gx+w_g$. If the operations, one for each $g\in H$, form a group, composing two of them gives $w_{gh}=g\,w_h+w_g$. Under this law the average $c=\frac1{|H|}\sum_h w_h$ is a fixed site:

$$gc+w_g=\frac1{|H|}\sum_h(g\,w_h+w_g)=\frac1{|H|}\sum_h w_{gh}=c .$$

If $x$ is any fixed site, subtracting $gx+w_g=x$ from $gy+w_g=y$ leaves $g(y-x)=y-x$, and the step can be reversed. The fixed sites are thus $x+V^H$. Moving the origin supplies an example of the law, $w_g=p-gp$, because $g(p-hp)+(p-gp)=p-ghp$.

For a relaxation with fixed cell and fixed site symmetry, the dimension is the number of positional parameters of one representative atom at the site.

## What the Lean statements say

`PointOp n` is the type of invertible real matrices, and `H` is a subgroup of it. `[Fintype H]` expresses finiteness, which is assumed. `fixedSpace H` is $V^H$, and `Module.finrank ℝ` is its dimension, cast to a real number in `freeCoordinates_eq_average_trace` because the right-hand side is real. The matrices need not be orthogonal, so fractional coordinates are allowed.

In `average_translation_fixed`, the hypothesis `hw` is the composition law with exact equality. Physically, the chosen operations close among themselves with no lattice translation left over. That is true of the operations fixing a site, but can fail for coset representatives of a space group with glides or screws. `fixed_site_iff` instead assumes a fixed site `x`.

The file contains no lattice, site multiplicities or classification of Wyckoff positions. Particular points of $x+V^H$ may have higher symmetry than $H$.

```lean
import Mathlib

open Matrix

namespace WyckoffFreeCoordinates

noncomputable section

/-- Linear parts of symmetry operations in `n` dimensions: invertible real matrices. -/
abbrev PointOp (n : ℕ) := (Matrix (Fin n) (Fin n) ℝ)ˣ

variable {n : ℕ}

/-- The displacements left unchanged by every operation of `H`. -/
def fixedSpace (H : Subgroup (PointOp n)) : Submodule ℝ (Fin n → ℝ) where
  carrier := {v | ∀ g ∈ H, g.val *ᵥ v = v}
  add_mem' := by
    intro a b ha hb g hg
    rw [Matrix.mulVec_add, ha g hg, hb g hg]
  zero_mem' := fun g _ => Matrix.mulVec_zero _
  smul_mem' := by
    intro c a ha g hg
    rw [Matrix.mulVec_smul, ha g hg]

/-- The average of all matrices of a finite group `H`. -/
def groupAverage (H : Subgroup (PointOp n)) [Fintype H] : Matrix (Fin n) (Fin n) ℝ :=
  (Fintype.card H : ℝ)⁻¹ • ∑ g : H, g.1.val

/-- The Seitz operation with linear part `W` and translation part `w`, sending `x` to
`W x + w`. -/
def seitz (W : PointOp n) (w x : Fin n → ℝ) : Fin n → ℝ := W.val *ᵥ x + w

/-- Following the group average by any operation of the finite group changes nothing. -/
theorem mul_groupAverage (H : Subgroup (PointOp n)) [Fintype H] (g : H) :
    g.1.val * groupAverage H = groupAverage H := by
  unfold groupAverage
  rw [Matrix.mul_smul, Finset.mul_sum]
  congr 1
  -- left multiplication by `g` only relabels the group elements
  exact Fintype.sum_equiv (Equiv.mulLeft g) _ _ (fun h => by simp)

/-- The average over a finite group is a projection onto the space of fixed displacements. -/
theorem groupAverage_isProj (H : Subgroup (PointOp n)) [Fintype H] :
    LinearMap.IsProj (fixedSpace H) (Matrix.toLin' (groupAverage H)) := by
  constructor
  · intro v g hg
    rw [Matrix.toLin'_apply, Matrix.mulVec_mulVec, mul_groupAverage H ⟨g, hg⟩]
  · intro v hv
    have hc : (Fintype.card H : ℝ) ≠ 0 := Nat.cast_ne_zero.mpr Fintype.card_ne_zero
    have hs : (∑ g : H, g.1.val) *ᵥ v = ∑ g : H, g.1.val *ᵥ v :=
      map_sum (Matrix.mulVec.addMonoidHomLeft v) _ _
    have hf : ∑ g : H, g.1.val *ᵥ v = ∑ _g : H, v :=
      Finset.sum_congr rfl (fun g _ => hv g.1 g.2)
    rw [Matrix.toLin'_apply, groupAverage, Matrix.smul_mulVec, hs, hf, Finset.sum_const,
      Finset.card_univ, ← Nat.cast_smul_eq_nsmul ℝ, smul_smul, inv_mul_cancel₀ hc, one_smul]

/-- The number of free coordinates, the dimension of the space fixed by a finite group `H` of
invertible real matrices, is the sum of the traces divided by the order of `H`. -/
theorem freeCoordinates_eq_average_trace (H : Subgroup (PointOp n)) [Fintype H] :
    (Module.finrank ℝ (fixedSpace H) : ℝ) =
      1 / (Fintype.card H : ℝ) * ∑ g : H, g.1.val.trace := by
  -- the trace of a projection is the dimension of its range
  rw [← (groupAverage_isProj H).trace, LinearMap.trace_eq_matrix_trace ℝ (Pi.basisFun ℝ (Fin n)),
    LinearMap.toMatrix_eq_toMatrix', LinearMap.toMatrix'_toLin', groupAverage,
    Matrix.trace_smul, Matrix.trace_sum, smul_eq_mul, one_div]

/-- For a finite group, zero is the only fixed displacement exactly when the traces of
the operations sum to zero. -/
theorem no_freeCoordinates_iff (H : Subgroup (PointOp n)) [Fintype H] :
    fixedSpace H = ⊥ ↔ ∑ g : H, g.1.val.trace = 0 := by
  have hc : 1 / (Fintype.card H : ℝ) ≠ 0 :=
    one_div_ne_zero (Nat.cast_ne_zero.mpr Fintype.card_ne_zero)
  rw [← Submodule.finrank_eq_zero (R := ℝ), ← Nat.cast_eq_zero (R := ℝ),
    freeCoordinates_eq_average_trace, mul_eq_zero, or_iff_right hc]

/-- If the translation parts of a finite group obey the composition law of Seitz operations,
then their average is a site fixed by every operation. -/
theorem average_translation_fixed (H : Subgroup (PointOp n)) [Fintype H]
    (w : H → Fin n → ℝ) (hw : ∀ g h : H, w (g * h) = g.1.val *ᵥ w h + w g) (g : H) :
    seitz g.1 (w g) ((Fintype.card H : ℝ)⁻¹ • ∑ h : H, w h) =
      (Fintype.card H : ℝ)⁻¹ • ∑ h : H, w h := by
  have hc : (Fintype.card H : ℝ) ≠ 0 := Nat.cast_ne_zero.mpr Fintype.card_ne_zero
  have hm : g.1.val *ᵥ (∑ h : H, w h) = ∑ h : H, g.1.val *ᵥ w h :=
    map_sum (Matrix.mulVecLin g.1.val) _ _
  -- the operation permutes the translation parts being averaged
  have hsum : g.1.val *ᵥ (∑ h : H, w h) + (Fintype.card H : ℝ) • w g = ∑ h : H, w h := by
    rw [hm, ← Equiv.sum_comp (Equiv.mulLeft g) w]
    simp only [Equiv.coe_mulLeft, hw, Finset.sum_add_distrib, Finset.sum_const,
      Finset.card_univ, Nat.cast_smul_eq_nsmul]
  unfold seitz
  conv_rhs => rw [← hsum]
  rw [Matrix.mulVec_smul, smul_add, smul_smul, inv_mul_cancel₀ hc, one_smul]

/-- If every operation fixes the site `x`, then every operation fixes `y` exactly when the
displacement `y - x` lies in the fixed space of the linear parts. -/
theorem fixed_site_iff (H : Subgroup (PointOp n)) (w : H → Fin n → ℝ) (x y : Fin n → ℝ)
    (hx : ∀ g : H, seitz g.1 (w g) x = x) :
    (∀ g : H, seitz g.1 (w g) y = y) ↔ y - x ∈ fixedSpace H := by
  constructor
  · intro hy g hg
    have a : g.val *ᵥ x + w ⟨g, hg⟩ = x := hx ⟨g, hg⟩
    have b : g.val *ᵥ y + w ⟨g, hg⟩ = y := hy ⟨g, hg⟩
    rw [Matrix.mulVec_sub]
    linear_combination b - a
  · intro h g
    have a : g.1.val *ᵥ x + w g = x := hx g
    have b : g.1.val *ᵥ (y - x) = y - x := h g.1 g.2
    rw [Matrix.mulVec_sub] at b
    change g.1.val *ᵥ y + w g = y
    linear_combination a + b

/-- The translation parts `p - g p`, produced by moving the origin, obey the composition law
of Seitz operations. -/
theorem originShift_witness (H : Subgroup (PointOp n)) (p : Fin n → ℝ) (g h : H) :
    p - (g * h).1.val *ᵥ p = g.1.val *ᵥ (p - h.1.val *ᵥ p) + (p - g.1.val *ᵥ p) := by
  rw [Subgroup.coe_mul, Units.val_mul, ← Matrix.mulVec_mulVec, Matrix.mulVec_sub]
  abel

/-- A group of order two whose non-identity element is `m` leaves `(n + tr m) / 2` free
coordinates. -/
theorem freeCoordinates_order_two (H : Subgroup (PointOp n)) (hcard : Nat.card H = 2)
    (m : PointOp n) (hm : m ∈ H) (hne : m ≠ 1) :
    (Module.finrank ℝ (fixedSpace H) : ℝ) = ((n : ℝ) + m.val.trace) / 2 := by
  classical
  have : Finite H := Nat.finite_of_card_ne_zero (by rw [hcard]; norm_num)
  let : Fintype H := Fintype.ofFinite H
  rw [Nat.card_eq_fintype_card] at hcard
  have h1 : (1 : H) ≠ ⟨m, hm⟩ := fun h => hne (congrArg Subtype.val h).symm
  -- the identity and `m` exhaust the group
  have hu : ({1, ⟨m, hm⟩} : Finset H) = Finset.univ :=
    Finset.eq_univ_of_card _ (by rw [Finset.card_pair h1, hcard])
  rw [freeCoordinates_eq_average_trace, ← hu, Finset.sum_pair h1, hcard, Subgroup.coe_one,
    Units.val_one, Matrix.trace_one, Fintype.card_fin]
  push_cast
  ring

/-- The mirror operation that reverses the third coordinate. -/
def mirror : PointOp 3 where
  val := !![1, 0, 0; 0, 1, 0; 0, 0, -1]
  inv := !![1, 0, 0; 0, 1, 0; 0, 0, -1]
  val_inv := by
    ext i j
    fin_cases i <;> fin_cases j <;> simp [Matrix.mul_apply, Fin.sum_univ_succ]
  inv_val := by
    ext i j
    fin_cases i <;> fin_cases j <;> simp [Matrix.mul_apply, Fin.sum_univ_succ]

/-- The mirror generates a group of order two, differs from the identity, and leaves two free
coordinates. -/
theorem mirror_witness :
    Nat.card (Subgroup.zpowers mirror) = 2 ∧ mirror ≠ 1 ∧
      Module.finrank ℝ (fixedSpace (Subgroup.zpowers mirror)) = 2 := by
  -- the diagonal entries of the mirror matrix
  have h00 : mirror.val 0 0 = 1 := rfl
  have h11 : mirror.val 1 1 = 1 := rfl
  have h22 : mirror.val 2 2 = -1 := rfl
  have hne : mirror ≠ 1 := by
    intro h
    have h' : mirror.val 2 2 = (1 : Matrix (Fin 3) (Fin 3) ℝ) 2 2 :=
      congrArg (fun g : PointOp 3 => g.val 2 2) h
    rw [h22, Matrix.one_apply_eq] at h'
    norm_num at h'
  have hsq : mirror ^ 2 = 1 := Units.ext (by rw [pow_two]; exact mirror.val_inv)
  have hcard : Nat.card (Subgroup.zpowers mirror) = 2 := by
    rw [Nat.card_zpowers]
    exact orderOf_eq_prime hsq hne
  have ht : mirror.val.trace = 1 := by
    rw [Matrix.trace_fin_three, h00, h11, h22]
    norm_num
  refine ⟨hcard, hne, ?_⟩
  have h := freeCoordinates_order_two _ hcard mirror (Subgroup.mem_zpowers mirror) hne
  rw [ht] at h
  norm_num at h
  exact_mod_cast h

end

end WyckoffFreeCoordinates
```

```lean
#print axioms WyckoffFreeCoordinates.freeCoordinates_eq_average_trace
#print axioms WyckoffFreeCoordinates.no_freeCoordinates_iff
#print axioms WyckoffFreeCoordinates.average_translation_fixed
#print axioms WyckoffFreeCoordinates.fixed_site_iff
```

```
'WyckoffFreeCoordinates.freeCoordinates_eq_average_trace' depends on axioms: [propext, Classical.choice, Quot.sound]
'WyckoffFreeCoordinates.no_freeCoordinates_iff' depends on axioms: [propext, Classical.choice, Quot.sound]
'WyckoffFreeCoordinates.average_translation_fixed' depends on axioms: [propext, Classical.choice, Quot.sound]
'WyckoffFreeCoordinates.fixed_site_iff' depends on axioms: [propext, Classical.choice, Quot.sound]
```

## The steps in the proof

`mul_groupAverage` proves $gP=P$; `Equiv.mulLeft g` is the relabelling $h\mapsto gh$. `groupAverage_isProj` then checks the two properties of a projection: its values lie in `fixedSpace H`, and it leaves fixed vectors alone. The main theorem replaces the dimension by the trace of this projection, passes to the matrix trace, and uses linearity. `no_freeCoordinates_iff` follows because the prefactor $1/|H|$ is non-zero.

For sites, `hsum` in `average_translation_fixed` is the relabelled sum before division by $|H|$. In `fixed_site_iff`, `linear_combination` subtracts or adds the two fixed-point equations, and `originShift_witness` expands the origin-shift identity.

`freeCoordinates_order_two` shows that the identity and `m` exhaust the group, then evaluates the two-term sum. `mirror_witness` obtains order two from `mirror ^ 2 = 1` and `mirror ≠ 1`, computes the trace as 1, and applies that formula.
